# A bound on the phonon group velocity of a stable harmonic chain from the second absolute moment of its force constants

Identical atoms sit on an infinite chain and vibrate about their rest positions. Take the mass and the lattice spacing as units, let $q_n(t)$ be the displacement of atom $n$ at time $t$, and let $\Phi(R)$ be the harmonic force constant between atoms $R$ sites apart. The equations of motion are $\ddot q_n = -\sum_R \Phi(R)\, q_{n+R}$. A plane wave $q_n = e^{i(nx - wt)}$ with wave number $x$ and frequency $w$ solves them when $w^2 = \sum_R \Phi(R) e^{iRx}$. For $\Phi(-R) = \Phi(R)$ the sine terms cancel, and $w^2 = f(x) = \sum_R \Phi(R)\cos(Rx)$. A wave packet centred at $x$ moves with the group velocity $w'(x) = f'(x)/(2\sqrt{f(x)})$, whose denominator is small wherever the band is soft. The question is how large this velocity can be. If the force constants have finite range and $f \ge 0$ at every wave number, then $|w'(x)| \le \sqrt{M/2}$ wherever $f(x) > 0$, with $M = \sum_R R^2 |\Phi(R)|$.

## The dynamical matrix, its derivatives and the frequency

```lean
import Mathlib

open Real

namespace PhononSpeedLimit

noncomputable section
```

These lines load the mathematical library Mathlib and allow the short names `cos`, `sin` and `π` for the real functions and the constant.

```lean
/-- Dynamical matrix `f(x) = ∑ Φ(R) cos(Rx)` of a chain with force constants `Φ` on the
finite set `s` of lattice vectors. -/
def dyn (s : Finset ℤ) (Φ : ℤ → ℝ) (x : ℝ) : ℝ := ∑ R ∈ s, Φ R * cos ((R : ℝ) * x)
```

A definition lists its arguments with their types and gives its value after `:=`. Here `s : Finset ℤ` is a finite set $s$ of integers, the lattice vectors that are coupled, `Φ : ℤ → ℝ` is a real function on the integers, and `(R : ℝ)` is the integer $R$ read as a real number. So `dyn s Φ x` is
$$f(x) = \sum_{R \in s} \Phi(R)\cos(Rx).$$
Values of $\Phi$ outside $s$ never enter, so any finitely supported $\Phi$ is covered by taking $s$ to be its support. With one atom per cell and one direction of motion the dynamical matrix is a single number. The formula for $f$ is the starting point of the file, and the equations of motion are not formalised. Neither the symmetry of $\Phi$ nor the acoustic sum rule $\sum_R \Phi(R) = 0$ is assumed.

```lean
/-- The sum `-∑ R Φ(R) sin(Rx)`. -/
def dynSlope (s : Finset ℤ) (Φ : ℤ → ℝ) (x : ℝ) : ℝ :=
  ∑ R ∈ s, -((R : ℝ) * Φ R) * sin ((R : ℝ) * x)
```

This is the sum $-\sum_{R \in s} R\,\Phi(R)\sin(Rx)$. At this point it is only a formula, and `hasDerivAt_dyn` below identifies it with $f'(x)$.

```lean
/-- The sum `-∑ R² Φ(R) cos(Rx)`. -/
def dynCurv (s : Finset ℤ) (Φ : ℤ → ℝ) (x : ℝ) : ℝ :=
  ∑ R ∈ s, -((R : ℝ) ^ 2 * (Φ R * cos ((R : ℝ) * x)))
```

This is the sum $-\sum_{R \in s} R^2\,\Phi(R)\cos(Rx)$, which `hasDerivAt_dynSlope` identifies with $f''(x)$.

```lean
/-- Second absolute moment `M = ∑ R² |Φ(R)|` of the force constants. -/
def moment (s : Finset ℤ) (Φ : ℤ → ℝ) : ℝ := ∑ R ∈ s, (R : ℝ) ^ 2 * |Φ R|
```

The constant is $M = \sum_{R \in s} R^2 |\Phi(R)|$. It weights each coupling by the square of its distance, and the on-site term $R = 0$ does not contribute.

```lean
/-- Phonon frequency `w = √f`. -/
def freq (s : Finset ℤ) (Φ : ℤ → ℝ) (x : ℝ) : ℝ := √(dyn s Φ x)
```

The frequency is $w(x) = \sqrt{f(x)}$. Lean's real square root returns $0$ for a negative argument, a case that the hypothesis $f \ge 0$ excludes in the theorems on $w$.

## For a nonnegative function with curvature at most M, the squared slope is at most 2M times the value

```lean
/-- A twice differentiable function with `f'' ≤ M` lies below each tangent parabola of
curvature `M`. -/
theorem taylor_upper {f f' f'' : ℝ → ℝ} {M : ℝ} (h1 : ∀ x, HasDerivAt f (f' x) x)
    (h2 : ∀ x, HasDerivAt f' (f'' x) x) (hM : ∀ x, f'' x ≤ M) (x y : ℝ) :
    f y ≤ f x + f' x * (y - x) + M / 2 * (y - x) ^ 2 := by
  have hg : ∀ t, HasDerivAt (fun t => M * t - f' t) (M - f'' t) t := fun t =>
    (((hasDerivAt_id' t).const_mul M).fun_sub (h2 t)).congr_deriv (by ring)
  -- `M t² / 2 - f t` has a monotone derivative
  have hmono : Monotone (fun t => M * t - f' t) :=
    monotone_of_deriv_nonneg (fun t => (hg t).differentiableAt)
      (fun t => by rw [(hg t).deriv]; linarith [hM t])
  have hφ : ∀ t, HasDerivAt (fun t => M / 2 * (t * t) - f t) (M * t - f' t) t := fun t =>
    ((((hasDerivAt_id' t).fun_mul (hasDerivAt_id' t)).const_mul (M / 2)).fun_sub
      (h1 t)).congr_deriv (by ring)
  -- mean value theorem
  have mvt : ∀ a b, a < b → ∃ c, a ≤ c ∧ c ≤ b ∧
      (M * c - f' c) * (b - a) = (M / 2 * (b * b) - f b) - (M / 2 * (a * a) - f a) := by
    intro a b hab
    obtain ⟨c, hc, hs⟩ := exists_hasDerivAt_eq_slope (fun t => M / 2 * (t * t) - f t)
      (fun t => M * t - f' t) hab (fun t _ => (hφ t).continuousAt.continuousWithinAt)
      (fun t _ => hφ t)
    exact ⟨c, hc.1.le, hc.2.le, (eq_div_iff (sub_pos.2 hab).ne').1 hs⟩
  rcases lt_trichotomy x y with hxy | hxy | hxy
  · obtain ⟨c, hc, _, hs⟩ := mvt x y hxy
    have hm : M * x - f' x ≤ M * c - f' c := hmono hc
    nlinarith [mul_le_mul_of_nonneg_right hm (sub_pos.2 hxy).le]
  · subst hxy
    simp
  · obtain ⟨c, _, hc, hs⟩ := mvt y x hxy
    have hm : M * c - f' c ≤ M * x - f' x := hmono hc
    nlinarith [mul_le_mul_of_nonneg_right hm (sub_pos.2 hxy).le]
```

A theorem lists its hypotheses in brackets, states the claim after the colon and gives the proof after `by`. Arguments in braces are inferred by Lean. The expression `HasDerivAt f (f' x) x` says that $f$ is differentiable at $x$ with derivative $f'(x)$. In this theorem and the next, $f$, $f'$, $f''$ are arbitrary real functions and $M$ is an arbitrary real number. The hypotheses `h1` and `h2` make $f'$ and $f''$ the first and second derivatives everywhere, and `hM` says $f'' \le M$. The claim is that for all $x, y$
$$f(y) \le f(x) + f'(x)(y - x) + \tfrac{M}{2}(y - x)^2 .$$

Set $\varphi(t) = \tfrac{M}{2}t^2 - f(t)$ and $g(t) = \varphi'(t) = Mt - f'(t)$. Since $g' = M - f'' \ge 0$, the function $g$ is nondecreasing. For $x < y$ the mean value theorem gives a point $c$ between them with
$$\varphi(y) - \varphi(x) = g(c)(y - x) \ge g(x)(y - x).$$
For $y < x$ it gives $\varphi(x) - \varphi(y) = g(c)(x - y) \le g(x)(x - y)$, which is the same inequality. Inserting $\varphi$ and $g$,
$$f(y) \le f(x) + f'(x)(y - x) + \tfrac{M}{2}(y^2 - x^2) - Mx(y - x),$$
and the last two terms combine to $\tfrac{M}{2}(y - x)^2$.

Each `have` records an intermediate fact. The derivative of $g$ is `hg`, its monotonicity is `hmono`, the relation $\varphi' = g$ is `hφ`, and `mvt` is the mean value theorem with the denominator cleared. The line with `lt_trichotomy` splits into $x < y$, $x = y$ and $y < x$. In the two strict cases `hm` compares $g(c)$ with $g(x)$, and `nlinarith`, a tactic for polynomial inequalities, is given that comparison multiplied by the interval length and does the rearrangement.

```lean
/-- A nonnegative twice differentiable function with `f'' ≤ M` obeys `f'² ≤ 2 M f`. -/
theorem slope_sq_le {f f' f'' : ℝ → ℝ} {M : ℝ} (h1 : ∀ x, HasDerivAt f (f' x) x)
    (h2 : ∀ x, HasDerivAt f' (f'' x) x) (hM : ∀ x, f'' x ≤ M) (h0 : ∀ x, 0 ≤ f x) (x : ℝ) :
    f' x ^ 2 ≤ 2 * M * f x := by
  -- the tangent parabola is nonnegative, so its discriminant is not positive
  have hq : ∀ h : ℝ, 0 ≤ M / 2 * (h * h) + f' x * h + f x := by
    intro h
    have ht := taylor_upper h1 h2 hM x (x + h)
    rw [add_sub_cancel_left] at ht
    nlinarith [h0 (x + h)]
  have hd := discrim_le_zero hq
  unfold discrim at hd
  nlinarith
```

With the added hypothesis `h0`, $f \ge 0$ everywhere, the claim is $f'(x)^2 \le 2Mf(x)$ at every $x$. Putting $y = x + h$ in the parabola bound gives, for every real shift $h$,
$$0 \le f(x + h) \le \tfrac{M}{2}h^2 + f'(x)h + f(x).$$
For $M > 0$ the choice $h = -f'(x)/M$ gives $0 \le f(x) - f'(x)^2/(2M)$. For $M = 0$ a linear function of $h$ that is never negative has zero slope, so $f'(x) = 0$. For $M < 0$ the right side would be negative at large $h$, so that case does not occur. In Lean `hq` is the nonnegative quadratic, and `discrim_le_zero` handles all cases at once by bounding its discriminant, $f'(x)^2 - 4\cdot\tfrac{M}{2}f(x) \le 0$. The argument uses $f \ge 0$ at the shifted points $x + h$, not only at $x$.

## The curvature of the dynamical matrix is at most M

```lean
/-- The derivative of the dynamical matrix is `-∑ R Φ(R) sin(Rx)`. -/
theorem hasDerivAt_dyn (s : Finset ℤ) (Φ : ℤ → ℝ) (x : ℝ) :
    HasDerivAt (dyn s Φ) (dynSlope s Φ x) x := by
  have h : ∀ R : ℤ, HasDerivAt (fun y : ℝ => Φ R * cos ((R : ℝ) * y))
      (-((R : ℝ) * Φ R) * sin ((R : ℝ) * x)) x := fun R =>
    (((hasDerivAt_id' x).const_mul (R : ℝ)).cos.const_mul (Φ R)).congr_deriv (by ring)
  exact HasDerivAt.fun_sum (u := s) fun R _ => h R
```

From here on $f$ and $M$ are the sums defined above. The chain rule gives $\frac{d}{dx}\Phi(R)\cos(Rx) = -R\,\Phi(R)\sin(Rx)$, which is `h`, and `HasDerivAt.fun_sum` adds the finitely many terms. So `dynSlope s Φ x` is $f'(x)$.

```lean
/-- The derivative of `-∑ R Φ(R) sin(Rx)` is `-∑ R² Φ(R) cos(Rx)`. -/
theorem hasDerivAt_dynSlope (s : Finset ℤ) (Φ : ℤ → ℝ) (x : ℝ) :
    HasDerivAt (dynSlope s Φ) (dynCurv s Φ x) x := by
  have h : ∀ R : ℤ, HasDerivAt (fun y : ℝ => -((R : ℝ) * Φ R) * sin ((R : ℝ) * y))
      (-((R : ℝ) ^ 2 * (Φ R * cos ((R : ℝ) * x)))) x := fun R =>
    (((hasDerivAt_id' x).const_mul (R : ℝ)).sin.const_mul (-((R : ℝ) * Φ R))).congr_deriv
      (by ring)
  exact HasDerivAt.fun_sum (u := s) fun R _ => h R
```

In the same way $\frac{d}{dx}\left[-R\,\Phi(R)\sin(Rx)\right] = -R^2\Phi(R)\cos(Rx)$, so `dynCurv s Φ x` is $f''(x)$.

```lean
/-- The sum `-∑ R² Φ(R) cos(Rx)` never exceeds `M`. -/
theorem dynCurv_le (s : Finset ℤ) (Φ : ℤ → ℝ) (x : ℝ) : dynCurv s Φ x ≤ moment s Φ := by
  refine Finset.sum_le_sum fun R _ => ?_
  have h : |Φ R * cos ((R : ℝ) * x)| ≤ |Φ R| := by
    rw [abs_mul]
    exact mul_le_of_le_one_right (abs_nonneg _) (abs_cos_le_one _)
  have h' : 0 ≤ |Φ R| + Φ R * cos ((R : ℝ) * x) := by linarith [(abs_le.1 h).1]
  nlinarith [mul_nonneg (sq_nonneg (R : ℝ)) h']
```

The claim is $f''(x) \le M$. From $|\cos(Rx)| \le 1$ follows $|\Phi(R)\cos(Rx)| \le |\Phi(R)|$, which is `h`, and hence $|\Phi(R)| + \Phi(R)\cos(Rx) \ge 0$, which is `h'`. Multiplying by $R^2 \ge 0$ gives $-R^2\Phi(R)\cos(Rx) \le R^2|\Phi(R)|$, and `Finset.sum_le_sum` adds these inequalities over $s$.

## The bound on the group velocity

```lean
/-- Speed limit: if `f ≥ 0` everywhere, then where `f(x) > 0` the frequency `w = √f` has
derivative `f'/(2w)`, of absolute value at most `√(M/2)`. -/
theorem speed_limit (s : Finset ℤ) (Φ : ℤ → ℝ) (h0 : ∀ x, 0 ≤ dyn s Φ x) {x : ℝ}
    (hx : 0 < dyn s Φ x) :
    HasDerivAt (freq s Φ) (dynSlope s Φ x / (2 * freq s Φ x)) x ∧
      |dynSlope s Φ x / (2 * freq s Φ x)| ≤ √(moment s Φ / 2) := by
  refine ⟨(hasDerivAt_dyn s Φ x).sqrt hx.ne', Real.abs_le_sqrt ?_⟩
  have h := slope_sq_le (hasDerivAt_dyn s Φ) (hasDerivAt_dynSlope s Φ) (dynCurv_le s Φ) h0 x
  unfold freq
  rw [div_pow, mul_pow, Real.sq_sqrt hx.le, div_le_iff₀ (mul_pos (by norm_num) hx)]
  nlinarith
```

The hypothesis `h0` is harmonic stability: no wave number has a negative squared frequency, so for symmetric force constants, where $w^2 = f$, no plane wave grows exponentially. It is assumed and not derived from properties of $\Phi$. The hypothesis `hx` selects a wave number with $f(x) > 0$, where the square root is differentiable. The symbol `∧` joins two claims: $w$ has the derivative $f'(x)/(2w(x))$ at $x$, and
$$\left|\frac{f'(x)}{2w(x)}\right| \le \sqrt{M/2}.$$
The first is the chain rule for the square root, which is `(hasDerivAt_dyn s Φ x).sqrt hx.ne'`. For the second, square the velocity and use the slope bound:
$$w'(x)^2 = \frac{f'(x)^2}{4f(x)} \le \frac{2Mf(x)}{4f(x)} = \frac{M}{2}.$$
In the proof `Real.abs_le_sqrt` reduces the claim to this squared form, `h` is `slope_sq_le` fed with the three preceding theorems, and the `rw` line replaces $w^2$ by $f$ and clears the positive denominator. If only $\Phi(0) > 0$ is nonzero on $s$, then $M = 0$, the band is flat and the bound reads $|w'| \le 0$. If $s$ is empty, then $f = 0$ everywhere, `hx` never holds and the theorem makes no claim.

The statement concerns the slope of the dispersion curve. Reading that slope as the speed of a wave packet is the physical interpretation from the opening, and no time evolution appears in the file. Chains with several atoms per cell, higher dimensions, infinite-range forces and anharmonic terms are not covered.

```lean
/-- If `f ≥ 0` everywhere, then `|w(y) - w(x)| ≤ √(M/2) |y - x|` for all wave numbers,
zeros of `f` included. -/
theorem freq_lipschitz (s : Finset ℤ) (Φ : ℤ → ℝ) (h0 : ∀ x, 0 ≤ dyn s Φ x) (x y : ℝ) :
    |freq s Φ y - freq s Φ x| ≤ √(moment s Φ / 2) * |y - x| := by
  have hM : 0 ≤ moment s Φ := Finset.sum_nonneg fun R _ => by positivity
  have hb : √(moment s Φ / 2) ^ 2 = moment s Φ / 2 := Real.sq_sqrt (by linarith)
  have hb0 : 0 ≤ √(moment s Φ / 2) := Real.sqrt_nonneg _
  generalize √(moment s Φ / 2) = b at hb hb0 ⊢
  have key : ∀ x y, freq s Φ y ≤ freq s Φ x + b * |y - x| := by
    intro x y
    have ha : freq s Φ x ^ 2 = dyn s Φ x := Real.sq_sqrt (h0 x)
    have ha0 : 0 ≤ freq s Φ x := Real.sqrt_nonneg _
    have hs := slope_sq_le (hasDerivAt_dyn s Φ) (hasDerivAt_dynSlope s Φ) (dynCurv_le s Φ) h0 x
    have ht := taylor_upper (hasDerivAt_dyn s Φ) (hasDerivAt_dynSlope s Φ) (dynCurv_le s Φ) x y
    have h1 : dynSlope s Φ x ^ 2 ≤ (2 * freq s Φ x * b) ^ 2 := by
      rw [mul_pow, mul_pow, ha, hb]; linarith
    have h2 := sq_le_sq.1 h1
    rw [abs_of_nonneg (by positivity : 0 ≤ 2 * freq s Φ x * b)] at h2
    have h3 : dynSlope s Φ x * (y - x) ≤ 2 * freq s Φ x * b * |y - x| := by
      refine (le_abs_self _).trans ?_
      rw [abs_mul]
      exact mul_le_mul_of_nonneg_right h2 (abs_nonneg _)
    -- the tangent parabola lies below `(w(x) + b |y - x|)²`
    refine Real.sqrt_le_iff.2 ⟨by positivity, ?_⟩
    rw [add_sq, mul_pow, sq_abs, ha, hb]
    linarith
  have k1 := key x y
  have k2 := key y x
  rw [abs_sub_comm x y] at k2
  exact abs_le.2 ⟨by linarith, by linarith⟩
```

Under `h0` alone, for all $x, y$,
$$|w(y) - w(x)| \le \sqrt{M/2}\;|y - x|,$$
including points where $f$ vanishes and $w$ may have no derivative. Put $b = \sqrt{M/2}$. The slope bound reads $f'(x)^2 \le 2Mf(x) = (2w(x)b)^2$, so $|f'(x)| \le 2w(x)b$ and $f'(x)(y - x) \le 2w(x)b|y - x|$. These are `h1`, `h2` and `h3`. The parabola bound `ht` then gives
$$f(y) \le w(x)^2 + 2w(x)b|y - x| + b^2(y - x)^2 = \big(w(x) + b|y - x|\big)^2 .$$
Taking square roots of nonnegative numbers gives $w(y) \le w(x) + b|y - x|$, which is `key`. Exchanging $x$ and $y$ gives the other half, and `k1` and `k2` together bound the absolute value.

In the quantised harmonic chain with one atom per cell, finite-range forces and $f \ge 0$ at every wave number (not merely at sampled ones), the phonon energy $\hbar w(x)$ therefore changes by at most $\hbar\sqrt{M/2}$ per unit wave number. For such a model, frequencies computed on a grid of wave numbers limit the frequencies between the grid points.

## The nearest-neighbour chain approaches the bound

```lean
/-- Lattice vectors coupled in the nearest-neighbour chain. -/
def chainRange : Finset ℤ := {-1, 0, 1}
```

The coupled lattice vectors are $s = \{-1, 0, 1\}$.

```lean
/-- Force constants of the nearest-neighbour chain: `Φ(0) = 2` and `-1` otherwise. -/
def chainForce (R : ℤ) : ℝ := if R = 0 then 2 else -1
```

On this set $\Phi(0) = 2$ and $\Phi(\pm 1) = -1$, which describes unit springs between neighbours. The value $-1$ at more distant $R$ plays no role, because those $R$ are not in `chainRange`.

```lean
/-- The nearest-neighbour chain has `f = 2 - 2 cos x ≥ 0`, slope sum `2 sin x` and `M = 2`. -/
theorem chain_witness (x : ℝ) :
    dyn chainRange chainForce x = 2 - 2 * cos x ∧ 0 ≤ dyn chainRange chainForce x ∧
      dynSlope chainRange chainForce x = 2 * sin x ∧ moment chainRange chainForce = 2 := by
  have hs : ∀ g : ℤ → ℝ, ∑ R ∈ chainRange, g R = g (-1) + (g 0 + g 1) := fun g => by
    unfold chainRange
    rw [Finset.sum_insert (by decide), Finset.sum_insert (by decide), Finset.sum_singleton]
  have h : dyn chainRange chainForce x = 2 - 2 * cos x := by
    unfold dyn; rw [hs]; simp [chainForce]; ring
  refine ⟨h, by rw [h]; linarith [cos_le_one x], ?_, ?_⟩
  · unfold dynSlope; rw [hs]; simp [chainForce]; ring
  · unfold moment; rw [hs]; norm_num [chainForce]
```

The three-term sums give
$$f(x) = -\cos(-x) + 2 - \cos x = 2 - 2\cos x \ge 0, \qquad f'(x) = 2\sin x, \qquad M = 1 + 0 + 1 = 2 .$$
The fact `hs` expands a sum over the three vectors, and $\cos x \le 1$ gives the sign. This chain satisfies the stability hypothesis with a band that is not flat, and its limit is $\sqrt{M/2} = 1$.

```lean
/-- For `0 < x < 2π` the chain has `f(x) > 0` and group velocity `w'(x) = cos(x/2)`. -/
theorem chain_velocity {x : ℝ} (h0 : 0 < x) (h1 : x < 2 * π) :
    0 < dyn chainRange chainForce x ∧
      HasDerivAt (freq chainRange chainForce) (cos (x / 2)) x := by
  have hs : 0 < sin (x / 2) := sin_pos_of_pos_of_lt_pi (by linarith) (by linarith)
  have e : 2 * (x / 2) = x := by ring
  have hc := Real.cos_two_mul (x / 2)
  have hsin := Real.sin_two_mul (x / 2)
  rw [e] at hc hsin
  have hd : dyn chainRange chainForce x = (2 * sin (x / 2)) ^ 2 := by
    rw [(chain_witness x).1]; nlinarith [sin_sq_add_cos_sq (x / 2)]
  have hp : 0 < dyn chainRange chainForce x := by
    rw [hd]; exact pow_pos (by linarith) 2
  have hw : freq chainRange chainForce x = 2 * sin (x / 2) := by
    unfold freq; rw [hd, Real.sqrt_sq (by linarith)]
  refine ⟨hp, (speed_limit _ _ (fun y => (chain_witness y).2.1) hp).1.congr_deriv ?_⟩
  have hne : 0 < 2 * (2 * sin (x / 2)) := by linarith
  rw [(chain_witness x).2.2.1, hw, hsin, div_eq_iff hne.ne']
  ring
```

For $0 < x < 2\pi$ the claim is $f(x) > 0$ and $w'(x) = \cos(x/2)$. On this interval $\sin(x/2) > 0$, which is `hs`. The double-angle formula gives $f = 2 - 2\cos x = (2\sin(x/2))^2 > 0$, recorded in `hd` and `hp`, so $w = 2\sin(x/2)$, which is `hw`. The derivative from `speed_limit` becomes
$$w'(x) = \frac{2\sin x}{4\sin(x/2)} = \frac{4\sin(x/2)\cos(x/2)}{4\sin(x/2)} = \cos(x/2).$$

```lean
/-- Sharpness: for the chain every `c < √(M/2)` is exceeded by the group velocity at some
wave number with `f(x) > 0`. -/
theorem chain_sharp {c : ℝ} (hc : c < √(moment chainRange chainForce / 2)) :
    ∃ x v, 0 < dyn chainRange chainForce x ∧
      HasDerivAt (freq chainRange chainForce) v x ∧ c < v := by
  rw [(chain_witness 0).2.2.2, div_self two_ne_zero, Real.sqrt_one] at hc
  obtain ⟨u, hu0, hu1, hu2⟩ : ∃ u : ℝ, 0 < u ∧ u ≤ 1 ∧ u ≤ 1 - c :=
    ⟨min 1 (1 - c), lt_min one_pos (by linarith), min_le_left _ _, min_le_right _ _⟩
  obtain ⟨hp, hv⟩ := chain_velocity (x := 2 * u) (by linarith) (by linarith [pi_gt_three])
  refine ⟨2 * u, _, hp, hv, ?_⟩
  have e : 2 * u / 2 = u := by ring
  have hcos : 1 - u ^ 2 / 2 ≤ cos u := Real.one_sub_sq_div_two_le_cos
  rw [e]
  nlinarith [mul_nonneg hu0.le (sub_nonneg.2 hu1)]

end

end PhononSpeedLimit
```

The symbol `∃` reads "there exist". For every real $c < \sqrt{M/2} = 1$ there are a wave number $x$ with $f(x) > 0$ and a number $v$ with $w'(x) = v$ and $c < v$. Choose $u = \min(1, 1 - c)$, so that $0 < u \le 1$ and $u \le 1 - c$, and take $x = 2u$, which lies in $(0, 2\pi)$ because $\pi > 3$. Then $v = \cos u$, and
$$\cos u \ge 1 - \tfrac{u^2}{2} \ge 1 - \tfrac{u}{2} > 1 - u \ge c .$$
The first inequality is `hcos`, and the second uses $u(1 - u) \ge 0$, the product handed to `nlinarith`. Hence for this chain no number below $\sqrt{M/2}$ bounds the group velocity, and the factor $1/2$ in the general bound admits no smaller replacement valid for all stable $\Phi$. The theorem does not say that the bound is approached for every choice of force constants.

```lean
#print axioms PhononSpeedLimit.freq_lipschitz
-- 'PhononSpeedLimit.freq_lipschitz' depends on axioms: [propext, Classical.choice, Quot.sound]
#print axioms PhononSpeedLimit.chain_velocity
-- 'PhononSpeedLimit.chain_velocity' depends on axioms: [propext, Classical.choice, Quot.sound]
#print axioms PhononSpeedLimit.chain_sharp
-- 'PhononSpeedLimit.chain_sharp' depends on axioms: [propext, Classical.choice, Quot.sound]
```
